# Exact classical paths in the Pöschl–Teller well D tanh²(ax), and the period of the bound oscillation

## If sinh(ax) oscillates harmonically, why do large swings take longer?

Take a particle of mass 1 in the potential V(x) = ½ tanh²(x), starting at x = 0 and moving right with energy ½, just enough to reach the plateau. Energy conservation reads

x'²/2 + ½ tanh²(x) = ½,

so x' = 1/cosh(x). Then (sinh x)' = cosh(x) x' = 1, and sinh(x) = t. The substitution has turned a curved potential into free motion.

I have read that at lower energies sinh(x) is a sine function of time. But a harmonic oscillator has the same period at every amplitude, and this well flattens outwards, so wide swings ought to be slower. How can both be right?

## The linear equation contains the energy

Both are right, because each energy has its own harmonic oscillator. With three quarters of the energy needed to escape, the period is twice that of very small oscillations.

Let the particle have mass m > 0 and the potential be V(x) = D tanh²(ax). Here D > 0 is the height of the plateau above the minimum, and 1/a, with a > 0, sets the width of the well. The slope follows from (tanh(ax))' = a/cosh²(ax):

V'(x) = 2Da sinh(ax)/cosh³(ax).

Put u = sinh(ax) and v = u' = a cosh(ax) x'. Multiplying the energy equation m x'²/2 + V(x) = E by 2a² cosh²(ax) = 2a²(1 + u²) gives

m v² = 2a²(E + (E − D)u²).

Differentiating and dividing by 2mv, where v ≠ 0, suggests the linear equation

u'' = −(2a²(D − E)/m) u.

The energy E sits in the coefficient, so the frequency changes with it. The equation for v² also fixes the amplitude, which a linear equation alone would leave free.

Now go backwards. Suppose u satisfies both equations, and set x = arsinh(u)/a and c = √(1 + u²) = cosh(ax). Then x' = v/(ac) and c' = uv/c, so

m x'' = (m u'' c² − m v² u)/(a c³).

Inserting the two equations, the numerator becomes

−2a²u[(D − E)(1 + u²) + E + (E − D)u²] = −2a²Du.

Hence m x'' = −2Dau/c³ = −V'(x). The energy comes out as

m x'²/2 + D u²/c² = (m v² + 2a²D u²)/(2a²c²) = E(1 + u²)/c² = E.

For bound motion write E = eD with 0 ≤ e < 1, and define

w = a√(2D/m), W = w√(1 − e), s = √(e/(1 − e)).

Try u = s sin(Wt). Since mW² = 2a²D(1 − e), the linear equation holds. Since s²(1 − e) = e,

m v² = mW²s² cos²(Wt) = 2a²D(1 − e)(s² − u²) = 2a²D(e − (1 − e)u²),

which is the required equation for v². The path is therefore

x(t) = arsinh(s sin(Wt))/a.

At E = D the coefficient vanishes and u = wt works, because m w² = 2a²D; this is your opening example. For e > 1 the sign of the coefficient is reversed, and

u = √(e/(e − 1)) sinh(w√(e − 1) t)

works in the same way, with cosh² = 1 + sinh² in place of cos² = 1 − sin².

For the period, let 0 < e < 1 and suppose x(t + T) = x(t) for all t. Since arsinh is injective and s > 0, sin(W(t + T)) = sin(Wt). At the quarter period t = π/(2W) this says cos(WT) = 1, so T = 2πn/W for an integer n. Conversely, every such T is a period. The shortest positive one, 2π/(w√(1 − e)), grows with energy, as you expected.

When e is small, the path at fixed t is close to √e sin(wt)/a, the harmonic motion of the parabola Da²x²; over long times the two drift out of phase, because W is slightly smaller than w. When e tends to 1 at fixed t, sW = w√e tends to w, and the path approaches arsinh(wt)/a while its period diverges. These two limits are read off the formulas; no theorem below takes a limit.

In the Lean code, `potential D a` is V, with its zero at the bottom of the well; many textbooks write −D/cosh²(ax), which is lower by the constant D. `frequency m D a` is w, the small-oscillation angular frequency, and not the actual one W. `path m D a e` is the bound path, where `e` is the energy as a fraction of the well depth. For m = 1 the definition gives w² = 2Da².

`IsMotion m V E x` says that there are functions `v` and `b` such that, at every real time, `v` is the derivative of `x`, `b` is the derivative of `v`, Newton's equation holds, and kinetic plus potential energy equals `E`. Here `v` is the particle's velocity and `b` its acceleration, since `a` is taken. In `isMotion_of_linear`, however, the argument `v` is the velocity of u.

The theorem `isMotion_path` states that for m, D, a > 0 and 0 ≤ e < 1 the bound path is a motion of energy eD. `isMotion_threshold` and `isMotion_unbound` do the same for the other two energy ranges, and `path_period_iff` gives all periods for 0 < e < 1. At e = 0 the particle rests at the minimum and every T is a period, so that value has to be excluded there.

All these paths pass through x = 0 at t = 0. The theorems verify them as solutions and make no claim of uniqueness. Applying them to a molecule assumes that some vibrational coordinate moves classically, with constant effective mass, in this symmetric well and uncoupled from the others. Within this one-dimensional classical model, the formulas provide a reference trajectory for measuring the energy and phase errors of a molecular-dynamics integrator on an anharmonic oscillation.

```lean
import Mathlib

open Real

namespace PoschlTellerOscillator

noncomputable section

/-- The Pöschl-Teller potential `V(x) = D tanh(a x)^2`. -/
def potential (D a x : ℝ) : ℝ := D * tanh (a * x) ^ 2

/-- For a differentiable potential `V`, the path `x` is a motion of a particle of mass `m` in `V`
with energy `E`: it has a velocity `v` and an acceleration `b`, obeys Newton's equation
`m b = -V'(x)`, and its kinetic and potential energy add up to `E` at all times. -/
def IsMotion (m : ℝ) (V : ℝ → ℝ) (E : ℝ) (x : ℝ → ℝ) : Prop :=
  ∃ v b : ℝ → ℝ, ∀ t, HasDerivAt x (v t) t ∧ HasDerivAt v (b t) t ∧
    m * b t = -deriv V (x t) ∧ m / 2 * v t ^ 2 + V (x t) = E

/-- The angular frequency `w = a √(2 D / m)` of very small oscillations about the minimum of the
Pöschl-Teller potential, for `m, D, a > 0`. -/
def frequency (m D a : ℝ) : ℝ := a * √(2 * D / m)

/-- The bound path `x(t) = arsinh(√(e/(1-e)) sin(w √(1-e) t)) / a`,
for `0 ≤ e < 1`, `m > 0`, `D > 0` and `a > 0`. -/
def path (m D a e t : ℝ) : ℝ :=
  arsinh (√(e / (1 - e)) * sin (frequency m D a * √(1 - e) * t)) / a

/-- The slope of the potential is `V'(x) = 2 D a sinh(a x) / cosh(a x)^3`. -/
theorem hasDerivAt_potential (D a x : ℝ) :
    HasDerivAt (potential D a) (2 * D * a * sinh (a * x) / cosh (a * x) ^ 3) x := by
  have hl : HasDerivAt (fun y : ℝ => a * y) a x := by
    simpa using (hasDerivAt_id' x).const_mul a
  have hq : HasDerivAt (fun y => sinh (a * y) / cosh (a * y)) (a / cosh (a * x) ^ 2) x :=
    (hl.sinh.fun_div hl.cosh (cosh_pos (a * x)).ne').congr_deriv (by
      congr 1
      linear_combination a * cosh_sq (a * x))
  have hV : potential D a =
      fun y => D * (sinh (a * y) / cosh (a * y) * (sinh (a * y) / cosh (a * y))) := by
    funext y
    rw [potential, tanh_eq_sinh_div_cosh, sq]
  rw [hV]
  exact ((hq.fun_mul hq).const_mul D).congr_deriv (by ring)

/-- For `m > 0` and `D ≥ 0` the frequency satisfies `m w^2 = 2 a^2 D`. -/
theorem frequency_sq {m D : ℝ} (a : ℝ) (hm : 0 < m) (hD : 0 ≤ D) :
    m * frequency m D a ^ 2 = 2 * a ^ 2 * D := by
  rw [frequency, mul_pow, sq_sqrt (by positivity)]
  field_simp

/-- Linearisation: let `m, a > 0`, and let `u` with velocity `v` obey the linear equation
`u'' = -(2 a^2 (D - E) / m) u` and `m v^2 = 2 a^2 (E + (E - D) u^2)`. Then `arsinh(u) / a` is a
motion of energy `E` in the Pöschl-Teller potential. -/
theorem isMotion_of_linear {m D a E : ℝ} (hm : 0 < m) (ha : 0 < a) (u v : ℝ → ℝ)
    (hu : ∀ t, HasDerivAt u (v t) t)
    (hv : ∀ t, HasDerivAt v (-(2 * a ^ 2 * (D - E) / m) * u t) t)
    (hE : ∀ t, m * v t ^ 2 = 2 * a ^ 2 * (E + (E - D) * u t ^ 2)) :
    IsMotion m (potential D a) E (fun t => arsinh (u t) / a) := by
  refine ⟨fun t => v t / (a * √(1 + u t ^ 2)),
    fun t => -(2 * D * a * u t / (√(1 + u t ^ 2)) ^ 3) / m, fun t => ?_⟩
  have hpos : 0 < 1 + u t ^ 2 := by positivity
  have hc : 0 < √(1 + u t ^ 2) := sqrt_pos.2 hpos
  have hc2 : (√(1 + u t ^ 2)) ^ 2 = 1 + u t ^ 2 := sq_sqrt hpos.le
  have hax : a * (arsinh (u t) / a) = arsinh (u t) := by field_simp
  have hEt := hE t
  refine ⟨?_, ?_, ?_, ?_⟩
  · -- the velocity, by the chain rule
    exact (((hasDerivAt_arsinh (u t)).comp t (hu t)).div_const a).congr_deriv (by ring)
  · -- the acceleration, where the first integral removes the velocity
    have h1 : HasDerivAt (fun s => 1 + u s ^ 2) (2 * u t * v t) t :=
      (((hu t).fun_pow 2).const_add 1).congr_deriv (by simp)
    have hw : HasDerivAt (fun s => √(1 + u s ^ 2)) (u t * v t / √(1 + u t ^ 2)) t :=
      (h1.sqrt hpos.ne').congr_deriv (by ring)
    refine ((hv t).fun_div (hw.const_mul a) (mul_pos ha hc).ne').congr_deriv ?_
    change _ = -(2 * D * a * u t / (√(1 + u t ^ 2)) ^ 3) / m
    generalize √(1 + u t ^ 2) = c at hc hc2 ⊢
    have key : -(2 * a ^ 2 * (D - E)) * u t * c ^ 2 - m * v t ^ 2 * u t
        = -(2 * a ^ 2 * D * u t) := by
      linear_combination (-(2 * a ^ 2 * (D - E) * u t)) * hc2 - u t * hEt
    calc _ = (-(2 * a ^ 2 * (D - E)) * u t * c ^ 2 - m * v t ^ 2 * u t) / (m * a * c ^ 3) := by
          field_simp
      _ = -(2 * a ^ 2 * D * u t) / (m * a * c ^ 3) := by rw [key]
      _ = _ := by field_simp
  · -- Newton's equation
    change m * (-(2 * D * a * u t / (√(1 + u t ^ 2)) ^ 3) / m)
      = -deriv (potential D a) (arsinh (u t) / a)
    rw [(hasDerivAt_potential D a _).deriv, hax, sinh_arsinh, cosh_arsinh]
    field_simp
  · -- the energy
    change m / 2 * (v t / (a * √(1 + u t ^ 2))) ^ 2
      + D * tanh (a * (arsinh (u t) / a)) ^ 2 = E
    rw [hax, tanh_eq_sinh_div_cosh, sinh_arsinh, cosh_arsinh]
    generalize √(1 + u t ^ 2) = c at hc hc2 ⊢
    calc _ = (m * v t ^ 2 + 2 * a ^ 2 * D * u t ^ 2) / (2 * a ^ 2 * c ^ 2) := by
          field_simp
      _ = E := by
          rw [div_eq_iff (by positivity)]
          linear_combination hEt - 2 * a ^ 2 * E * hc2

/-- Bound motion: for `m, D, a > 0` and `0 ≤ e < 1` the path
`arsinh(√(e/(1-e)) sin(w √(1-e) t)) / a` solves Newton's equation in the Pöschl-Teller
potential with energy `e D`. -/
theorem isMotion_path {m D a e : ℝ} (hm : 0 < m) (hD : 0 < D) (ha : 0 < a)
    (he : 0 ≤ e) (he1 : e < 1) :
    IsMotion m (potential D a) (e * D) (path m D a e) := by
  have h1 : 0 < 1 - e := by linarith
  have hs : (√(e / (1 - e))) ^ 2 * (1 - e) = e := by
    rw [sq_sqrt (div_nonneg he h1.le)]
    field_simp
  have hW : m * (frequency m D a * √(1 - e)) ^ 2 = 2 * a ^ 2 * D * (1 - e) := by
    rw [mul_pow, sq_sqrt h1.le]
    linear_combination (1 - e) * frequency_sq a hm hD.le
  change IsMotion m (potential D a) (e * D)
    (fun t => arsinh (√(e / (1 - e)) * sin (frequency m D a * √(1 - e) * t)) / a)
  generalize √(e / (1 - e)) = s at hs ⊢
  generalize frequency m D a * √(1 - e) = W at hW ⊢
  have hW' : W ^ 2 = 2 * a ^ 2 * (D - e * D) / m := by
    rw [eq_div_iff hm.ne']
    linear_combination hW
  have hl (t : ℝ) : HasDerivAt (fun y : ℝ => W * y) W t := by
    simpa using (hasDerivAt_id' t).const_mul W
  -- `sinh (a x)` is a harmonic oscillation
  refine isMotion_of_linear hm ha (fun t => s * sin (W * t)) (fun t => s * (cos (W * t) * W))
    (fun t => (hl t).sin.const_mul s) (fun t => ?_) (fun t => ?_)
  · exact (((hl t).cos.mul_const W).const_mul s).congr_deriv (by
      linear_combination (-(s * sin (W * t))) * hW')
  · linear_combination (s ^ 2 * cos (W * t) ^ 2) * hW
      + (2 * a ^ 2 * D * (1 - e) * s ^ 2) * sin_sq_add_cos_sq (W * t) + (2 * a ^ 2 * D) * hs

/-- Motion at the escape threshold of the Pöschl-Teller potential: for `m, D, a > 0` the path
`arsinh(w t) / a` solves Newton's equation with energy `D`. -/
theorem isMotion_threshold {m D a : ℝ} (hm : 0 < m) (hD : 0 < D) (ha : 0 < a) :
    IsMotion m (potential D a) D (fun t => arsinh (frequency m D a * t) / a) := by
  refine isMotion_of_linear hm ha (fun t => frequency m D a * t) (fun _ => frequency m D a)
    (fun t => ?_) (fun t => ?_) (fun t => ?_)
  · simpa using (hasDerivAt_id' t).const_mul (frequency m D a)
  · exact (hasDerivAt_const t (frequency m D a)).congr_deriv (by ring)
  · linear_combination frequency_sq a hm hD.le

/-- Unbound motion: for `m, D, a > 0` and `e > 1` the path
`arsinh(√(e/(e-1)) sinh(w √(e-1) t)) / a` solves Newton's equation with energy `e D`. -/
theorem isMotion_unbound {m D a e : ℝ} (hm : 0 < m) (hD : 0 < D) (ha : 0 < a) (he : 1 < e) :
    IsMotion m (potential D a) (e * D)
      (fun t => arsinh (√(e / (e - 1)) * sinh (frequency m D a * √(e - 1) * t)) / a) := by
  have h1 : 0 < e - 1 := by linarith
  have hs : (√(e / (e - 1))) ^ 2 * (e - 1) = e := by
    rw [sq_sqrt (div_nonneg (by linarith) h1.le)]
    field_simp
  have hW : m * (frequency m D a * √(e - 1)) ^ 2 = 2 * a ^ 2 * D * (e - 1) := by
    rw [mul_pow, sq_sqrt h1.le]
    linear_combination (e - 1) * frequency_sq a hm hD.le
  generalize √(e / (e - 1)) = s at hs ⊢
  generalize frequency m D a * √(e - 1) = W at hW ⊢
  have hW' : W ^ 2 = -(2 * a ^ 2 * (D - e * D) / m) := by
    rw [← neg_div, eq_div_iff hm.ne']
    linear_combination hW
  have hl (t : ℝ) : HasDerivAt (fun y : ℝ => W * y) W t := by
    simpa using (hasDerivAt_id' t).const_mul W
  refine isMotion_of_linear hm ha (fun t => s * sinh (W * t)) (fun t => s * (cosh (W * t) * W))
    (fun t => (hl t).sinh.const_mul s) (fun t => ?_) (fun t => ?_)
  · exact (((hl t).cosh.mul_const W).const_mul s).congr_deriv (by
      linear_combination (s * sinh (W * t)) * hW')
  · linear_combination (s ^ 2 * cosh (W * t) ^ 2) * hW
      + (2 * a ^ 2 * D * (e - 1) * s ^ 2) * cosh_sq (W * t) + (2 * a ^ 2 * D) * hs

/-- For `m, D, a > 0` and `0 < e < 1` the periods of the bound path are exactly the integer
multiples of `2 π / (w √(1-e))`. -/
theorem path_period_iff {m D a e : ℝ} (hm : 0 < m) (hD : 0 < D) (ha : 0 < a)
    (he : 0 < e) (he1 : e < 1) (T : ℝ) :
    (∀ t, path m D a e (t + T) = path m D a e t) ↔
      ∃ n : ℤ, T = n * (2 * π / (frequency m D a * √(1 - e))) := by
  have h1 : 0 < 1 - e := by linarith
  have hs : 0 < √(e / (1 - e)) := sqrt_pos.2 (div_pos he h1)
  have hW : 0 < frequency m D a * √(1 - e) :=
    mul_pos (mul_pos ha (sqrt_pos.2 (by positivity))) (sqrt_pos.2 h1)
  unfold path
  generalize √(e / (1 - e)) = s at hs ⊢
  generalize frequency m D a * √(1 - e) = W at hW ⊢
  constructor
  · intro h
    -- compare the path a quarter period after the start with its shifted copy
    have h2 := arsinh_injective ((div_left_inj' ha.ne').1 (h (π / 2 / W)))
    have h3 := mul_left_cancel₀ hs.ne' h2
    have e1 : W * (π / 2 / W + T) = W * T + π / 2 := by
      field_simp
      ring
    have e2 : W * (π / 2 / W) = π / 2 := by field_simp
    rw [e1, e2, sin_add_pi_div_two, sin_pi_div_two] at h3
    obtain ⟨n, hn⟩ := (cos_eq_one_iff _).1 h3
    refine ⟨n, ?_⟩
    rw [← mul_div_assoc, eq_div_iff hW.ne']
    linear_combination -hn
  · rintro ⟨n, rfl⟩ t
    have e3 : W * (t + n * (2 * π / W)) = W * t + n * (2 * π) := by field_simp
    rw [e3, sin_add_int_mul_two_pi]

end

end PoschlTellerOscillator
```

```lean
#print axioms PoschlTellerOscillator.isMotion_path
#print axioms PoschlTellerOscillator.isMotion_threshold
#print axioms PoschlTellerOscillator.isMotion_unbound
#print axioms PoschlTellerOscillator.path_period_iff
```

```
'PoschlTellerOscillator.isMotion_path' depends on axioms: [propext, Classical.choice, Quot.sound]
'PoschlTellerOscillator.isMotion_threshold' depends on axioms: [propext, Classical.choice, Quot.sound]
'PoschlTellerOscillator.isMotion_unbound' depends on axioms: [propext, Classical.choice, Quot.sound]
'PoschlTellerOscillator.path_period_iff' depends on axioms: [propext, Classical.choice, Quot.sound]
```

The proof keeps the calculation's division of labour. `hasDerivAt_potential` writes tanh as sinh/cosh and applies the quotient and product rules. This also ensures that `deriv V` in Newton's equation is the true slope, since Lean assigns `deriv` the value 0 wherever a function has no derivative. `frequency_sq` records m w² = 2a²D.

The main lemma, `isMotion_of_linear`, takes the linear equation and the equation for v² as hypotheses `hv` and `hE`. It supplies v/(ac) as the velocity and −2Dau/(mc³) as the acceleration, which leaves four goals:

- The velocity follows from the chain rule for arsinh.
- The acceleration follows from the quotient rule. `generalize` then replaces the square root by a letter `c`, of which only c > 0 and c² = 1 + u² are kept, and `key` is the cancellation of the numerator to −2a²Du.
- Newton's equation follows by inserting sinh(arsinh u) = u and cosh(arsinh u) = √(1 + u²) into the slope.
- The energy is the fraction computed above, with `hE` removing v².

In `isMotion_path`, `hs` is s²(1 − e) = e and `hW` is mW² = 2a²D(1 − e). After the main lemma is applied to u = s sin(Wt), two `linear_combination` steps check its hypotheses, the second using sin² + cos² = 1. `isMotion_unbound` repeats this with hyperbolic functions, and `isMotion_threshold` needs only `frequency_sq` and the derivative of a linear function.

In `path_period_iff`, the forward direction evaluates the assumed periodicity at `π / 2 / W`, cancels `arsinh` and the amplitude, and obtains the integer from `cos_eq_one_iff`. The reverse direction is the 2π-periodicity of the sine.
